# Collinear mass logarithms cancel in the total decay rate for a continuous emission kernel with a probability-conserving loss

In muon decay, photons emitted along the electron's direction put a logarithm of the electron mass into the energy spectrum, and to ask whether it survives in the total rate we model the emission by a kernel $K$ that is continuous on $[0,1]$. Here $K(z)$ is the weight for the electron to keep the fraction $z$ of its energy when it emits. The model also assumes that emission conserves probability: every electron gained at one energy is lost at another. The cancellation rests on this assumption. The QED kernel, proportional to $(1+z^2)/(1-z)$, diverges at the soft-photon end $z=1$. A continuous regularisation of it is allowed, but removing the regulator is a further limit that the hypotheses do not cover.

```lean
import Mathlib

open MeasureTheory Set

namespace CollinearLogCancellation

noncomputable section
```

## Gain and loss at fixed energy

Let $f(y)$ be the spectrum before emission, with $y$ the electron energy as a fraction of its maximum. An electron that keeps the fraction $z$ ends at $x=zy$. Summing over all ways to reach $x$ gives the gain term

$$\int_0^1\!\!\int_0^1 K(z)f(y)\,\delta(x-zy)\,dy\,dz=\int_x^1 K(z)\,f(x/z)\,\frac{dz}{z}.$$

The delta function supplies the factor $1/z$, and $y\le 1$ requires $z\ge x$.

```lean
/-- Gain term of the spectrum at energy fraction `x`, for `0 < x ≤ 1`: a lepton of energy
fraction `x / z` keeps the fraction `z` of its energy after collinear emission. -/
def collinearConv (K f : ℝ → ℝ) (x : ℝ) : ℝ := ∫ z in x..1, K z * f (x / z) / z
```

Electrons also leave energy $x$, with total weight $\int_0^1K$. This loss stands for the virtual correction. Its size expresses conservation of probability and is built into the definition, not derived from loop diagrams. The difference is

$$g(x)=\int_x^1 K(z)f(x/z)\frac{dz}{z}-f(x)\int_0^1K(z)\,dz .$$

In Lean $g$ is `spectrumShift K f`. The corrected spectrum is $f+a\,g$, where $a$ contains the coupling and the mass logarithm.

```lean
/-- Coefficient of the collinear mass logarithm in the spectrum, for `0 < x ≤ 1`:
the gain term minus the loss term. -/
def spectrumShift (K f : ℝ → ℝ) (x : ℝ) : ℝ :=
  collinearConv K f x - f x * ∫ z in (0 : ℝ)..1, K z
```

## One density for both variables

The pairs $(x,z)$ that can occur satisfy $0<x\le z\le1$.

```lean
/-- The kinematic region `0 < x ≤ z ≤ 1` of pairs `(x, z)`. -/
def region : Set (ℝ × ℝ) := {p | 0 < p.1 ∧ p.1 ≤ p.2 ∧ p.2 ≤ 1}
```

On this region put $E(x,z)=K(z)f(x/z)/z$, and set $E=0$ elsewhere. The Lean `indicator` does this extension, so both variables can run over the whole unit interval.

```lean
/-- The joint density of final energy `x` and retained fraction `z`, set to zero outside
the kinematic region `0 < x ≤ z ≤ 1`. -/
def emission (K f : ℝ → ℝ) : ℝ × ℝ → ℝ :=
  region.indicator fun p => K p.2 * f (p.1 / p.2) / p.2
```

## Why the order of integration may be exchanged

Continuity on $[0,1]$ gives bounds $|K|\le A$ and $|f|\le B$. The factor $1/z$ is unbounded near the corner, but $x\le z$ implies

$$|E(x,z)|\le \frac{AB}{z}=AB\,z^{-1/2}z^{-1/2}\le AB\,x^{-1/2}z^{-1/2}.$$

The right side integrates to $4AB$ over the square. In the proof, `hr` is the integrability of $x^{-1/2}$, `h4` splits $1/z$, and `h3` compares the two powers. Continuity on the region (`hcont`) supplies measurability.

```lean
/-- For a kernel and a spectrum continuous on `[0,1]`, the joint density is integrable over
the unit square. -/
theorem emission_integrable {K f : ℝ → ℝ} (hK : ContinuousOn K (Icc 0 1))
    (hf : ContinuousOn f (Icc 0 1)) :
    Integrable (emission K f)
      ((volume.restrict (Ioc (0 : ℝ) 1)).prod (volume.restrict (Ioc (0 : ℝ) 1))) := by
  obtain ⟨A, hA⟩ := isCompact_Icc.exists_bound_of_continuousOn hK
  obtain ⟨B, hB⟩ := isCompact_Icc.exists_bound_of_continuousOn hf
  have hr : Integrable (fun x : ℝ => x ^ (-(1 / 2) : ℝ)) (volume.restrict (Ioc (0 : ℝ) 1)) :=
    (intervalIntegrable_iff_integrableOn_Ioc_of_le zero_le_one).1
      (intervalIntegral.intervalIntegrable_rpow' (by norm_num))
  have hreg : MeasurableSet region :=
    (measurableSet_lt measurable_const measurable_fst).inter
      ((measurableSet_le measurable_fst measurable_snd).inter
        (measurableSet_le measurable_snd measurable_const))
  have hquot : ∀ p ∈ region, p.1 / p.2 ∈ Icc (0 : ℝ) 1 := fun p hp =>
    ⟨div_nonneg hp.1.le (hp.1.le.trans hp.2.1),
      (div_le_one (hp.1.trans_le hp.2.1)).2 hp.2.1⟩
  have hne : ∀ p ∈ region, p.2 ≠ 0 := fun p hp => (hp.1.trans_le hp.2.1).ne'
  have hsnd : ∀ p ∈ region, p.2 ∈ Icc (0 : ℝ) 1 := fun p hp =>
    ⟨hp.1.le.trans hp.2.1, hp.2.2⟩
  have hcont : ContinuousOn (fun p : ℝ × ℝ => K p.2 * f (p.1 / p.2) / p.2) region :=
    ((hK.comp continuousOn_snd hsnd).mul
      (hf.comp (continuousOn_fst.div continuousOn_snd hne) hquot)).div continuousOn_snd hne
  -- the singularity `1/z` is dominated by `x^(-1/2) z^(-1/2)` because `x ≤ z`
  refine ((hr.mul_prod hr).const_mul (A * B)).mono
    ((aestronglyMeasurable_indicator_iff hreg).2 (hcont.aestronglyMeasurable hreg))
    (Filter.Eventually.of_forall fun p => ?_)
  by_cases hp : p ∈ region
  · have hz : 0 < p.2 := hp.1.trans_le hp.2.1
    have h1 := hA _ (hsnd p hp)
    have h2 := hB _ (hquot p hp)
    have hA0 : 0 ≤ A := (norm_nonneg _).trans h1
    have hB0 : 0 ≤ B := (norm_nonneg _).trans h2
    have h3 : p.2 ^ (-(1 / 2) : ℝ) ≤ p.1 ^ (-(1 / 2) : ℝ) :=
      Real.rpow_le_rpow_of_nonpos hp.1 hp.2.1 (by norm_num)
    have h4 : p.2⁻¹ = p.2 ^ (-(1 / 2) : ℝ) * p.2 ^ (-(1 / 2) : ℝ) := by
      rw [← Real.rpow_add hz, ← Real.rpow_neg_one]
      norm_num
    have h5 : 0 ≤ p.2 ^ (-(1 / 2) : ℝ) := Real.rpow_nonneg hz.le _
    rw [emission, indicator_of_mem hp]
    refine le_trans ?_ (Real.le_norm_self _)
    rw [norm_div, norm_mul, Real.norm_of_nonneg hz.le, div_eq_mul_inv, h4]
    gcongr
  · rw [emission, indicator_of_notMem hp, norm_zero]
    exact norm_nonneg _
```

## Integrating out one variable at a time

At fixed $x$, the density vanishes for $z<x$, so its integral over $z$ is the gain term.

```lean
/-- Integrating the joint density over the retained fraction, at fixed final energy
`0 < x ≤ 1`, gives the gain term. -/
theorem integral_emission_fraction (K f : ℝ → ℝ) {x : ℝ} (hx : x ∈ Ioc (0 : ℝ) 1) :
    ∫ z in Ioc (0 : ℝ) 1, emission K f (x, z) = collinearConv K f x := by
  have h : (fun z => emission K f (x, z)) =
      fun z => (Icc x 1).indicator (fun z => K z * f (x / z) / z) z := by
    funext z
    simp [emission, region, Set.indicator, hx.1]
  have hs : Ioc (0 : ℝ) 1 ∩ Icc x 1 = Icc x 1 :=
    inter_eq_right.2 fun z hz => ⟨hx.1.trans_le hz.1, hz.2⟩
  rw [h, setIntegral_indicator measurableSet_Icc, hs, integral_Icc_eq_integral_Ioc,
    collinearConv, intervalIntegral.integral_of_le hx.2]
```

At fixed $z$, substitute $x=zy$, $dx=z\,dy$:

$$\int_0^z K(z)f(x/z)\frac{dx}{z}=K(z)\int_0^1f(y)\,dy .$$

The Lean step is `intervalIntegral.integral_comp_div`. The remaining integral of $f$ is the uncorrected total rate.

```lean
/-- Integrating the joint density over the final energy, at fixed retained fraction
`0 < z ≤ 1`, gives the kernel at `z` times the total rate. -/
theorem integral_emission_energy (K f : ℝ → ℝ) {z : ℝ} (hz : z ∈ Ioc (0 : ℝ) 1) :
    ∫ x in Ioc (0 : ℝ) 1, emission K f (x, z) = K z * ∫ y in (0 : ℝ)..1, f y := by
  have hz0 : z ≠ 0 := hz.1.ne'
  have h : (fun x => emission K f (x, z)) =
      fun x => (Ioc 0 z).indicator (fun x => K z / z * f (x / z)) x := by
    funext x
    simp [emission, region, Set.indicator, hz.2, div_mul_eq_mul_div]
  have hs : Ioc (0 : ℝ) 1 ∩ Ioc 0 z = Ioc 0 z :=
    inter_eq_right.2 fun x hx => ⟨hx.1, hx.2.trans hz.2⟩
  -- substitute `x = z y`
  rw [h, setIntegral_indicator measurableSet_Ioc, hs,
    ← intervalIntegral.integral_of_le hz.1.le, intervalIntegral.integral_const_mul,
    intervalIntegral.integral_comp_div (fun y => f y) hz0, zero_div, div_self hz0,
    smul_eq_mul, ← mul_assoc, div_mul_cancel₀ _ hz0]
```

Fubini's theorem joins the two results:

$$\int_0^1\!dx\int_x^1K(z)f(x/z)\frac{dz}{z}=\int_0^1K\,\int_0^1f .$$

The theorem also states that the gain term is integrable in $x$. Both parts use the bound on $E$; the exchange itself is `integral_integral_swap`.

```lean
/-- For `K` and `f` continuous on `[0,1]`, the gain term is integrable, and its integral is
the integral of the kernel times the total rate. -/
theorem integral_collinearConv {K f : ℝ → ℝ} (hK : ContinuousOn K (Icc 0 1))
    (hf : ContinuousOn f (Icc 0 1)) :
    IntervalIntegrable (collinearConv K f) volume 0 1 ∧
    ∫ x in (0 : ℝ)..1, collinearConv K f x =
      (∫ z in (0 : ℝ)..1, K z) * ∫ y in (0 : ℝ)..1, f y := by
  have hint := emission_integrable hK hf
  constructor
  · rw [intervalIntegrable_iff_integrableOn_Ioc_of_le zero_le_one]
    exact hint.integral_prod_left.congr ((ae_restrict_iff' measurableSet_Ioc).2
      (Filter.Eventually.of_forall fun x hx => integral_emission_fraction K f hx))
  · -- exchange the order of integration
    rw [← intervalIntegral.integral_mul_const, intervalIntegral.integral_of_le zero_le_one,
      intervalIntegral.integral_of_le zero_le_one,
      ← setIntegral_congr_fun measurableSet_Ioc
        (fun x hx => integral_emission_fraction K f hx),
      ← setIntegral_congr_fun measurableSet_Ioc
        (fun z hz => integral_emission_energy K f hz)]
    exact integral_integral_swap (f := fun x z => emission K f (x, z)) hint
```

## The logarithm drops out of the rate

The loss term integrates to the same product, so

$$\int_0^1g=\int_0^1K\int_0^1f-\int_0^1f\int_0^1K=0 .$$

The hypotheses `hK` and `hf` ask only for continuity on $[0,1]$; neither function need be positive or normalised.

```lean
/-- Cancellation of the collinear mass logarithm: for `K` and `f` continuous on `[0,1]`, the
logarithm's coefficient in the spectrum is integrable and integrates to zero. -/
theorem integral_spectrumShift {K f : ℝ → ℝ} (hK : ContinuousOn K (Icc 0 1))
    (hf : ContinuousOn f (Icc 0 1)) :
    IntervalIntegrable (spectrumShift K f) volume 0 1 ∧
    ∫ x in (0 : ℝ)..1, spectrumShift K f x = 0 := by
  have hi : IntervalIntegrable f volume 0 1 :=
    ContinuousOn.intervalIntegrable (by rwa [uIcc_of_le zero_le_one])
  obtain ⟨hc, h⟩ := integral_collinearConv hK hf
  refine ⟨hc.sub (hi.mul_const _), ?_⟩
  simp only [spectrumShift]
  rw [intervalIntegral.integral_sub hc (hi.mul_const _), h,
    intervalIntegral.integral_mul_const]
  ring
```

By linearity, $\int_0^1(f+a\,g)=\int_0^1f$ for every real $a$. So in this model, with its continuous kernel and its probability-conserving loss term, the first-order correction $a\,g$ leaves no collinear mass logarithm in the fully integrated rate.

```lean
/-- For `K` and `f` continuous on `[0,1]`, adding the shift with any coefficient `a` to the
spectrum leaves the total rate unchanged. -/
theorem total_rate_unchanged {K f : ℝ → ℝ} (hK : ContinuousOn K (Icc 0 1))
    (hf : ContinuousOn f (Icc 0 1)) (a : ℝ) :
    ∫ x in (0 : ℝ)..1, (f x + a * spectrumShift K f x) = ∫ x in (0 : ℝ)..1, f x := by
  have hi : IntervalIntegrable f volume 0 1 :=
    ContinuousOn.intervalIntegrable (by rwa [uIcc_of_le zero_le_one])
  obtain ⟨hg, h0⟩ := integral_spectrumShift hK hf
  rw [intervalIntegral.integral_add hi (hg.const_mul a),
    intervalIntegral.integral_const_mul, h0, mul_zero, add_zero]
```

## A flat spectrum in numbers

Take $K=f=1$. Then

$$g(x)=\int_x^1\frac{dz}{z}-1=-\ln x-1 .$$

At $x=0.1$ this is about $1.303$, and at $x=1$ it is $-1$. With $a=0.1$ the spectrum rises from $1$ to about $1.130$ at the first point and falls to $0.9$ at the second. The sign changes at $x=1/e\approx0.368$. An antiderivative of $g$ is $-x\ln x$, so the area below that energy is $+1/e$ and the area above it is $-1/e$. The total is zero, but a measurement restricted to $x>1/e$ would keep the logarithm.

The Lean theorem gives the formula for $g$ at every $x>0$; the physical range ends at $x=1$.

```lean
/-- For a constant unit kernel and a flat unit spectrum, the shift at `x > 0` is
`-log x - 1`. -/
theorem spectrumShift_flat {x : ℝ} (hx : 0 < x) :
    spectrumShift (fun _ => 1) (fun _ => 1) x = -Real.log x - 1 := by
  have h : ∫ z in x..1, (1 : ℝ) * 1 / z = -Real.log x := by
    simp only [mul_one]
    rw [integral_one_div_of_pos hx one_pos, one_div, Real.log_inv]
  simp only [spectrumShift, collinearConv]
  rw [h]
  simp

end

end CollinearLogCancellation
```

```lean
#print axioms CollinearLogCancellation.total_rate_unchanged
-- 'CollinearLogCancellation.total_rate_unchanged' depends on axioms: [propext, Classical.choice, Quot.sound]
#print axioms CollinearLogCancellation.spectrumShift_flat
-- 'CollinearLogCancellation.spectrumShift_flat' depends on axioms: [propext, Classical.choice, Quot.sound]
```
